# Aslamazov–Larkin conductivity laws from the Gaussian fluctuation formula in one, two and three dimensions

Q: To find the mean-field transition temperature $T_c$ of a superconducting film, I plot the inverse of its excess sheet conductance against temperature and extrapolate a straight line to zero. This works if the excess conductance goes as $1/\varepsilon$, with $\varepsilon=(T-T_c)/T_c$. You say a formal proof covers that power. What exactly does it start from?

A: From the Gaussian fluctuation formula, in which short-lived pair modes above $T_c$ carry current without interacting with each other. Let $\xi$ be the temperature-independent amplitude of the coherence length, so that the length growing towards $T_c$ is $\xi/\sqrt\varepsilon$. With $q$ the wavevector in units of $1/\xi$, everything reduces to
$$I_d(\varepsilon)=\int_0^\infty \frac{q^{d+1}}{(\varepsilon+q^2)^3}\,dq ,\qquad \varepsilon>0,$$
where $d=1,2,3$ stands for a wire, a film and a bulk sample. The values are $\pi/(16\,\varepsilon\sqrt\varepsilon)$, $1/(4\varepsilon)$ and $3\pi/(16\sqrt\varepsilon)$. In the file, `alKernel` is the integrand and `alIntegral` is $I_d$; `Ioi 0` is the half line $q>0$.

```lean
import Mathlib

open MeasureTheory Filter Set
open scoped Real Topology

namespace AslamazovLarkin

noncomputable section

/-- The radial integrand `q^(d+1) / (ε + q²)³` in `d` dimensions at reduced temperature `ε`. -/
def alKernel (d : ℕ) (ε q : ℝ) : ℝ := q ^ (d + 1) / (ε + q ^ 2) ^ 3

/-- The integral of the radial integrand over all dimensionless momenta `q > 0`. -/
def alIntegral (d : ℕ) (ε : ℝ) : ℝ := ∫ q in Ioi (0 : ℝ), alKernel d ε q
```

Q: That is a calculus exercise. Where is the conductivity?

A: In the next definition, which keeps the physical wavevector $k$, the coherence length $\xi$ and $g=e^2/\hbar$:
$$\sigma_d=\pi g\,\frac{\Omega}{(2\pi)^d\,d}\int_0^\infty\frac{\xi^4k^{d+1}}{(\varepsilon+\xi^2k^2)^3}\,dk .$$
The density of modes gives $(2\pi)^{-d}$, the radial measure gives $k^{d-1}$, and the total solid angle is $\Omega$. The current picks out one squared component of the wavevector, whose angular average is $k^2/d$.

```lean
/-- The Gaussian fluctuation conductivity in `d` dimensions, with `g = e²/ħ`, coherence length `ξ`
and total solid angle `Ω`; the angular average of one squared wavevector component is `k²/d`. -/
def paraconductivity (d : ℕ) (Ω g ξ ε : ℝ) : ℝ :=
  π * g * (Ω / ((2 * π) ^ d * (d : ℝ))) *
    ∫ k in Ioi (0 : ℝ), ξ ^ 4 * k ^ (d + 1) / (ε + (ξ * k) ^ 2) ^ 3
```

Q: And the cube in the denominator, and the $\pi$ in front?

A: Those are postulated here. The thermal population of a mode is proportional to $1/(\varepsilon+\xi^2k^2)$. The electric field acts through the gradient of this population in $k$, which supplies two powers, and the lifetime of the mode supplies the third. The prefactor $\pi$ contains the BCS value of that lifetime. The microscopic diagram calculation associated with Aslamazov and Larkin leads to this formula near $T_c$; the file begins with the formula and evaluates it.

Q: Then evaluate it. How do you get the film value?

A: Differentiate $F(q)=q^4/\bigl(4\varepsilon(\varepsilon+q^2)^2\bigr)$:
$$F'(q)=\frac{4q^3(\varepsilon+q^2)-4q^5}{4\varepsilon(\varepsilon+q^2)^3}=\frac{q^3}{(\varepsilon+q^2)^3}.$$
Also $F(0)=0$, and $F(q)=\frac{1}{4\varepsilon}\bigl(1-\frac{\varepsilon}{\varepsilon+q^2}\bigr)^2\to\frac1{4\varepsilon}$ at large $q$. So $I_2=1/(4\varepsilon)$.

For the wire and the bulk sample, put $s=\sqrt\varepsilon$ and try
$$G(q)=a\arctan\frac qs+\frac{bq^3+cq}{(s^2+q^2)^2}.$$
Over the common denominator $(s^2+q^2)^3$, the numerator of $G'$ is
$$(as-b)\,q^4+(2as^3+3bs^2-3c)\,q^2+(as^5+cs^2).$$
The constant term must vanish in both cases, so $c=-as^3$.

- For the bulk sample the numerator must be $q^4$. The $q^2$ term gives $b=-5as/3$, and then $as-b=1$ gives $a=3/(8s)$, $b=-5/8$, $c=-3s^2/8$.
- For the wire it must be $q^2$. Then $b=as$ and $8as^3=1$, so $a=1/(8s^3)$, $b=1/(8s^2)$, $c=-1/8$.

Since $G(0)=0$ and the rational part dies out at large $q$, the integral is $a\pi/2$. That is $3\pi/(16s)$ for the bulk sample and $\pi/(16s^3)$ for the wire.

Q: Does the formal proof take the same route?

A: Yes. `arctanPrimitive` is $G$ with its coefficients left free. The lemma after it says that $1/(\varepsilon+q^2)$ tends to zero at large $q$, which both limits need.

```lean
/-- A combination of an arctangent and a rational function of the momentum `q`. -/
def arctanPrimitive (s a b c q : ℝ) : ℝ :=
  a * Real.arctan (q / s) + (b * q ^ 3 + c * q) / (s ^ 2 + q ^ 2) ^ 2

/-- For every real `ε`, the function `1/(ε + q²)` tends to zero as `q` tends to infinity. -/
theorem propagator_tendsto (ε : ℝ) :
    Tendsto (fun q : ℝ => (ε + q ^ 2)⁻¹) atTop (𝓝 0) :=
  tendsto_inv_atTop_zero.comp
    (tendsto_atTop_add_const_left _ _ (tendsto_pow_atTop two_ne_zero))
```

Q: Lean assigns the value zero to an integral that diverges. How do I know that yours converge?

A: Convergence is a separate conclusion, written `IntegrableOn`. The next lemma takes a primitive `F` that vanishes at zero and tends to `l`. The integrand is nonnegative for $q>0$, so a finite limit of the primitive forces convergence, and the fundamental theorem of calculus then gives the value `l`.

```lean
/-- If a primitive of the radial integrand vanishes at zero momentum and tends to `l` at large
momentum, the integral converges and equals `l`. -/
theorem integral_of_primitive {d : ℕ} {ε l : ℝ} {F : ℝ → ℝ} (hε : 0 < ε)
    (hF : ∀ q, HasDerivAt F (alKernel d ε q) q) (h0 : F 0 = 0)
    (hl : Tendsto F atTop (𝓝 l)) :
    IntegrableOn (alKernel d ε) (Ioi 0) ∧ alIntegral d ε = l := by
  have hp : ∀ q ∈ Ioi (0 : ℝ), 0 ≤ alKernel d ε q := by
    intro q hq
    have hq' : 0 < q := hq
    unfold alKernel
    positivity
  refine ⟨integrableOn_Ioi_deriv_of_nonneg' (fun q _ => hF q) hp hl, ?_⟩
  have h := integral_Ioi_of_hasDerivAt_of_nonneg' (fun q _ => hF q) hp hl
  rw [h0, sub_zero] at h
  exact h
```

Q: What remains is the derivative and the limit of $G$.

A: They are proved once, for all $a,b,c$ and every $s>0$. In the derivative lemma, `h1` treats the arctangent, `h2` the cubic numerator and `h3` the squared denominator; the last line joins them by the sum and quotient rules.

```lean
/-- The momentum derivative of the arctangent-plus-rational function. -/
theorem arctanPrimitive_hasDerivAt {s : ℝ} (hs : 0 < s) (a b c q : ℝ) :
    HasDerivAt (arctanPrimitive s a b c)
      (a * (s / (s ^ 2 + q ^ 2)) + ((3 * b * q ^ 2 + c) * (s ^ 2 + q ^ 2) ^ 2
        - (b * q ^ 3 + c * q) * (4 * q * (s ^ 2 + q ^ 2))) / ((s ^ 2 + q ^ 2) ^ 2) ^ 2) q := by
  have hne : s ^ 2 + q ^ 2 ≠ 0 := by positivity
  have h1 : HasDerivAt (fun x : ℝ => Real.arctan (x / s)) (s / (s ^ 2 + q ^ 2)) q := by
    refine ((hasDerivAt_id' q).div_const s).arctan.congr_deriv ?_
    have h : 1 + (q / s) ^ 2 = (s ^ 2 + q ^ 2) / s ^ 2 := by
      field_simp
    rw [h]
    field_simp
  have h2 : HasDerivAt (fun x : ℝ => b * x ^ 3 + c * x) (3 * b * q ^ 2 + c) q := by
    refine (((hasDerivAt_pow 3 q).const_mul b).fun_add
      ((hasDerivAt_id' q).const_mul c)).congr_deriv ?_
    simp only [Nat.cast_ofNat, Nat.reduceSub]
    ring
  have h3 : HasDerivAt (fun x : ℝ => (s ^ 2 + x ^ 2) ^ 2) (4 * q * (s ^ 2 + q ^ 2)) q := by
    refine (((hasDerivAt_pow 2 q).const_add (s ^ 2)).fun_pow 2).congr_deriv ?_
    simp only [Nat.cast_ofNat, Nat.reduceSub]
    ring
  exact (h1.const_mul a).fun_add (h2.fun_div h3 (pow_ne_zero 2 hne))
```

For the limit, the rational part is written as
$$b\,\frac{q}{s^2+q^2}\Bigl(1-\frac{s^2}{s^2+q^2}\Bigr)+c\,\frac{q}{s^2+q^2}\,\frac1{s^2+q^2}.$$
For $q>0$ the factor $q/(s^2+q^2)$ lies between $0$ and $1/q$, so it vanishes at large $q$, and both terms vanish with it. The arctangent supplies $\pi/2$.

```lean
/-- At large momentum the arctangent-plus-rational function tends to `a π/2`. -/
theorem arctanPrimitive_tendsto {s : ℝ} (hs : 0 < s) (a b c : ℝ) :
    Tendsto (arctanPrimitive s a b c) atTop (𝓝 (a * (π / 2))) := by
  have hu := propagator_tendsto (s ^ 2)
  -- q/(s²+q²) is squeezed between 0 and 1/q
  have hv : Tendsto (fun q : ℝ => q / (s ^ 2 + q ^ 2)) atTop (𝓝 0) := by
    refine tendsto_of_tendsto_of_tendsto_of_le_of_le' tendsto_const_nhds
      tendsto_inv_atTop_zero ?_ ?_
    · filter_upwards [eventually_gt_atTop (0 : ℝ)] with q hq
      positivity
    · filter_upwards [eventually_gt_atTop (0 : ℝ)] with q hq
      rw [inv_eq_one_div, div_le_div_iff₀ (by positivity) hq]
      nlinarith [sq_nonneg s]
  have ha : Tendsto (fun q : ℝ => Real.arctan (q / s)) atTop (𝓝 (π / 2)) :=
    (Real.tendsto_arctan_atTop.mono_right nhdsWithin_le_nhds).comp
      (tendsto_id.atTop_div_const hs)
  have h := (ha.const_mul a).add
    (((hv.mul ((hu.const_mul (s ^ 2)).const_sub 1)).const_mul b).add
      ((hv.mul hu).const_mul c))
  simp only [mul_zero, zero_mul, add_zero] at h
  refine h.congr (fun q => ?_)
  have hne : s ^ 2 + q ^ 2 ≠ 0 := by positivity
  unfold arctanPrimitive
  congr 1
  field_simp
  ring
```

Q: So the three integrals should now be short.

A: They are. The film proof supplies $F$ and checks its derivative and its limit; `field_simp` clears the denominators and `ring` verifies the polynomial identity that is left.

```lean
/-- Film: the integral of `q³/(ε+q²)³` over `q > 0` converges and equals `1/(4ε)`. -/
theorem film_integral {ε : ℝ} (hε : 0 < ε) :
    IntegrableOn (alKernel 2 ε) (Ioi 0) ∧ alIntegral 2 ε = 1 / (4 * ε) := by
  refine integral_of_primitive (F := fun q => q ^ 4 / (4 * ε * (ε + q ^ 2) ^ 2)) hε
    (fun q => ?_) (by simp) ?_
  · have hne : ε + q ^ 2 ≠ 0 := by positivity
    have h3 := (((hasDerivAt_pow 2 q).const_add ε).fun_pow 2).const_mul (4 * ε)
    refine ((hasDerivAt_pow 4 q).fun_div h3 (by positivity)).congr_deriv ?_
    simp only [alKernel, Nat.cast_ofNat, Nat.reduceSub, Nat.reduceAdd]
    field_simp
    ring
  · have h := ((((propagator_tendsto ε).const_mul ε).const_sub 1).pow 2).div_const (4 * ε)
    simp only [mul_zero, sub_zero, one_pow] at h
    refine h.congr (fun q => ?_)
    have hne : ε + q ^ 2 ≠ 0 := by positivity
    field_simp
    ring
```

The bulk and wire proofs first replace $\varepsilon$ by $s^2$ with $s>0$, which removes the square root from the algebra. They then insert the coefficients found above.

```lean
/-- Bulk: the integral of `q⁴/(ε+q²)³` over `q > 0` converges and equals `3π/(16√ε)`. -/
theorem bulk_integral {ε : ℝ} (hε : 0 < ε) :
    IntegrableOn (alKernel 3 ε) (Ioi 0) ∧ alIntegral 3 ε = 3 * π / (16 * √ε) := by
  obtain ⟨s, hs, rfl⟩ : ∃ s : ℝ, 0 < s ∧ ε = s ^ 2 :=
    ⟨√ε, Real.sqrt_pos.2 hε, (Real.sq_sqrt hε.le).symm⟩
  have hl : 3 * π / (16 * s) = 3 / (8 * s) * (π / 2) := by ring
  rw [Real.sqrt_sq hs.le, hl]
  refine integral_of_primitive hε (fun q => (arctanPrimitive_hasDerivAt hs (3 / (8 * s))
    (-5 / 8) (-3 * s ^ 2 / 8) q).congr_deriv ?_) (by simp [arctanPrimitive])
    (arctanPrimitive_tendsto hs _ _ _)
  have hne : s ^ 2 + q ^ 2 ≠ 0 := by positivity
  unfold alKernel
  field_simp
  ring

/-- Wire: the integral of `q²/(ε+q²)³` over `q > 0` converges and equals `π/(16 ε√ε)`. -/
theorem wire_integral {ε : ℝ} (hε : 0 < ε) :
    IntegrableOn (alKernel 1 ε) (Ioi 0) ∧ alIntegral 1 ε = π / (16 * (ε * √ε)) := by
  obtain ⟨s, hs, rfl⟩ : ∃ s : ℝ, 0 < s ∧ ε = s ^ 2 :=
    ⟨√ε, Real.sqrt_pos.2 hε, (Real.sq_sqrt hε.le).symm⟩
  have hl : π / (16 * (s ^ 2 * s)) = 1 / (8 * s ^ 3) * (π / 2) := by ring
  rw [Real.sqrt_sq hs.le, hl]
  refine integral_of_primitive hε (fun q => (arctanPrimitive_hasDerivAt hs (1 / (8 * s ^ 3))
    (1 / (8 * s ^ 2)) (-1 / 8) q).congr_deriv ?_) (by simp [arctanPrimitive])
    (arctanPrimitive_tendsto hs _ _ _)
  have hne : s ^ 2 + q ^ 2 ≠ 0 := by positivity
  unfold alKernel
  field_simp
  ring
```

Q: My straight line depends on the exponent. Is that stated as such, or do I read it off from three formulas?

A: It is stated. For $1\le d\le3$ and $\varepsilon>0$,
$$I_d(\varepsilon)=I_d(1)\,\varepsilon^{(d-4)/2},\qquad I_d(1)>0 .$$
The positive amplitude ensures that the power law is not satisfied trivially by zero. The proof rewrites the real power as $\sqrt\varepsilon^{\,d}/\sqrt\varepsilon^{\,4}$, and `interval_cases d` splits the claim into the three dimensions already computed.

```lean
/-- In one, two and three dimensions the momentum integral is a positive amplitude times
`ε^((d-4)/2)`. -/
theorem critical_exponent {d : ℕ} (h1 : 1 ≤ d) (h3 : d ≤ 3) {ε : ℝ} (hε : 0 < ε) :
    0 < alIntegral d 1 ∧
      alIntegral d ε = alIntegral d 1 * ε ^ (((d : ℝ) - 4) / 2) := by
  have hpow : ε ^ (((d : ℝ) - 4) / 2) = √ε ^ d / √ε ^ 4 := by
    rw [Real.sqrt_eq_rpow, ← Real.rpow_natCast, ← Real.rpow_natCast,
      ← Real.rpow_mul hε.le, ← Real.rpow_mul hε.le, ← Real.rpow_sub hε]
    congr 1
    push_cast
    ring
  rw [hpow]
  have hs : 0 < √ε := Real.sqrt_pos.2 hε
  have h2 : ε = √ε ^ 2 := (Real.sq_sqrt hε.le).symm
  interval_cases d
  · rw [(wire_integral one_pos).2, (wire_integral hε).2, Real.sqrt_one]
    refine ⟨by positivity, ?_⟩
    generalize √ε = s at hs h2 ⊢
    subst h2
    field_simp
  · rw [(film_integral one_pos).2, (film_integral hε).2]
    refine ⟨by positivity, ?_⟩
    generalize √ε = s at hs h2 ⊢
    subst h2
    field_simp
  · rw [(bulk_integral one_pos).2, (bulk_integral hε).2, Real.sqrt_one]
    refine ⟨by positivity, ?_⟩
    field_simp
```

Q: What happens right at the transition, $\varepsilon=0$?

A: The values of the integrals and conductivities are proved only for $\varepsilon>0$, but a power count shows what goes wrong: the integrand becomes $q^{d-5}$, which for $d\le3$ is not integrable at small $q$. The divergence therefore comes from long wavelengths.

Q: Now return to physical units. Where does $\xi$ go?

A: Substitute $q=\xi k$, so $dk=dq/\xi$. The numerator $\xi^4k^{d+1}$ becomes $\xi^{4-(d+1)}q^{d+1}$, and with the factor from $dk$ the total power is $\xi^{2-d}$. Lean writes it as `ξ ^ 4 / ξ ^ (d + 2)`, which avoids negative exponents. In the proof, `h` rescales the integrand and `integral_comp_mul_left_Ioi` changes the variable.

```lean
/-- Measuring wavevectors in units of `1/ξ` expresses the fluctuation conductivity through the
dimensionless momentum integral. -/
theorem paraconductivity_eq (d : ℕ) (Ω g ε : ℝ) {ξ : ℝ} (hξ : 0 < ξ) :
    paraconductivity d Ω g ξ ε =
      π * g * (Ω / ((2 * π) ^ d * (d : ℝ))) * (ξ ^ 4 / ξ ^ (d + 2)) * alIntegral d ε := by
  have h : ∀ k : ℝ, ξ ^ 4 * k ^ (d + 1) / (ε + (ξ * k) ^ 2) ^ 3 =
      ξ ^ 4 / ξ ^ (d + 1) * alKernel d ε (ξ * k) := by
    intro k
    have hx : ξ ^ 4 / ξ ^ (d + 1) * ξ ^ (d + 1) = ξ ^ 4 :=
      div_mul_cancel₀ _ (pow_ne_zero _ hξ.ne')
    unfold alKernel
    rw [mul_pow ξ k (d + 1), ← mul_div_assoc, ← mul_assoc, hx]
  have hp0 : ξ ^ (d + 2) = ξ ^ (d + 1) * ξ := pow_succ ξ (d + 1)
  have hp : ξ ^ 4 / ξ ^ (d + 2) = ξ ^ 4 / ξ ^ (d + 1) * ξ⁻¹ := by
    rw [hp0, div_mul_eq_div_div, div_eq_mul_inv (ξ ^ 4 / ξ ^ (d + 1)) ξ]
  unfold paraconductivity
  simp only [h]
  rw [integral_const_mul, integral_comp_mul_left_Ioi (alKernel d ε) 0 hξ, mul_zero,
    smul_eq_mul, hp]
  unfold alIntegral
  simp only [mul_assoc]
```

With the solid angles $2$, $2\pi$ and $4\pi$, the arithmetic is
$$\sigma_1=\pi g\cdot\frac{2}{2\pi}\cdot\xi\cdot\frac{\pi}{16\,\varepsilon\sqrt\varepsilon}=\frac{\pi g\,\xi}{16\,\varepsilon\sqrt\varepsilon},$$
$$\sigma_2=\pi g\cdot\frac{2\pi}{4\pi^2\cdot2}\cdot\frac1{4\varepsilon}=\frac{g}{16\,\varepsilon},$$
$$\sigma_3=\pi g\cdot\frac{4\pi}{8\pi^3\cdot3}\cdot\frac1\xi\cdot\frac{3\pi}{16\sqrt\varepsilon}=\frac{g}{32\,\xi\sqrt\varepsilon}.$$
The final theorem states these three results together for $\xi>0$ and $\varepsilon>0$, and its proof inserts each integral into the rescaled formula and simplifies.

```lean
/-- Aslamazov-Larkin paraconductivity of a wire (times its cross-section), a film (per square)
and a bulk superconductor, with `g = e²/ħ`. -/
theorem aslamazov_larkin (g : ℝ) {ξ ε : ℝ} (hξ : 0 < ξ) (hε : 0 < ε) :
    paraconductivity 1 2 g ξ ε = π * g * ξ / (16 * (ε * √ε)) ∧
    paraconductivity 2 (2 * π) g ξ ε = g / (16 * ε) ∧
    paraconductivity 3 (4 * π) g ξ ε = g / (32 * ξ * √ε) := by
  have hs : 0 < √ε := Real.sqrt_pos.2 hε
  have hπ : 0 < π := Real.pi_pos
  refine ⟨?_, ?_, ?_⟩
  · rw [paraconductivity_eq _ _ _ _ hξ, (wire_integral hε).2]
    simp only [Nat.cast_one, Nat.reduceAdd]
    field_simp
  · rw [paraconductivity_eq _ _ _ _ hξ, (film_integral hε).2]
    simp only [Nat.cast_ofNat, Nat.reduceAdd]
    field_simp
    ring
  · rw [paraconductivity_eq _ _ _ _ hξ, (bulk_integral hε).2]
    simp only [Nat.cast_ofNat, Nat.reduceAdd]
    field_simp <;> ring

end

end AslamazovLarkin
```

```lean
#print axioms AslamazovLarkin.critical_exponent
#print axioms AslamazovLarkin.aslamazov_larkin
```

```
'AslamazovLarkin.critical_exponent' depends on axioms: [propext, Classical.choice, Quot.sound]
'AslamazovLarkin.aslamazov_larkin' depends on axioms: [propext, Classical.choice, Quot.sound]
```

Q: The dimensions of those three differ. Which one do I compare with a measured conductivity?

A: Only $\sigma_3$ is a conductivity in the usual sense. $\sigma_2$ is a conductance per square, to be divided by the film thickness, and $\sigma_1$ is a conductivity times the cross-section of the wire. Lean sees real numbers throughout and doesn't track units, so $g=e^2/\hbar$ is a reading of the variable `g`. In the same way `ξ` is read as the coherence length amplitude, with $\xi/\sqrt\varepsilon$ the length that grows towards $T_c$.

Q: What should still make me cautious when I fit data?

A: The film formula assumes a thickness small compared with $\xi/\sqrt\varepsilon$, and the wire formula assumes the same of the diameter. The model is isotropic, has no magnetic field and no short-wavelength cutoff, and treats the fluctuations as non-interacting, so it fails very close to $T_c$. It also requires $\varepsilon\ll1$, so data far above $T_c$ don't belong in the fit. Other fluctuation contributions, such as the Maki–Thompson term, are absent. The solid angles and the average $k^2/d$ enter as inputs; they are not derived from an integral over directions. Within that Gaussian model, your straight line is justified for such a thin film, and its slope against $\varepsilon$ is $16/g$.
